# The secular determinant of a minimal Bernal multilayer is a product of N quadratics

The model describes Bernal-stacked graphene with one orbital per atom, in an orthonormal basis and at one in-plane wave vector at a time. Each layer has two sites per cell, a dimer site and a non-dimer site, and a single complex number $p$ represents the hopping between these two sublattices. Hopping within a sublattice is left out. The interlayer hopping is one real number $g$, acting only between the dimer sites of adjacent layers, which sit directly above one another. Every on-site energy is zero.

Number the $N$ layers by $j=0,\dots,N-1$, so that index $j$ means layer $j+1$. The amplitude $p_j$ between the dimer and non-dimer site of a layer is $p$ in odd layers and $\bar p$ in even layers. With all dimer sites listed first,

$$H=\begin{pmatrix} gA & D\\ D^* & 0\end{pmatrix},\qquad D=\mathrm{diag}(p_j),$$

where $A$ has entry 1 between adjacent layers and 0 elsewhere. For every complex $E$,

$$\det(E-H)=\prod_{j=0}^{N-1}\bigl(E^2-|p|^2-2gE\cos\theta_j\bigr),\qquad \theta_j=\frac{(j+1)\pi}{N+1}.$$

## Checking a tight-binding band routine

For this non-interacting model with two hopping parameters, the identity gives reference bands for any number of layers. At each wave vector, compute $p$, assemble and diagonalise $H$, and compare the sorted eigenvalues with the sorted values

$$E=g\cos\theta_j\pm\sqrt{g^2\cos^2\theta_j+|p|^2}.$$

For $g\neq0$ and $N\ge2$, the comparison exposes a doubled interlayer hopping. It can't expose the use of $p$ for $\bar p$ in the even layers of $D$ when the lower block is still the adjoint of $D$, because only $|p_j|^2$ enters the determinant. Comparing the entries of $D$ directly does expose it wherever $p$ isn't real.

As an instance, take $N=3$, $|p|=2$ and $g=3/\sqrt2$. The values of $2g\cos\theta_j$ are $3,0,-3$, so

$$\det(E-H)=(E^2-3E-4)(E^2-4)(E^2+3E-4).$$

The energies are $4,-1$, then $\pm2$, then $1,-4$. Their squares sum to 42, which agrees with $\mathrm{tr}\,H^2=4g^2+6|p|^2=18+24$.

## From the stack to a single chain

First eliminate the non-dimer sites. Since $DD^*=|p|^2$,

$$\begin{pmatrix}E-gA&-D\\-D^*&E\end{pmatrix}\begin{pmatrix}E&0\\D^*&1\end{pmatrix}=\begin{pmatrix}E^2-gEA-|p|^2&-D\\0&E\end{pmatrix}.$$

Taking determinants puts a factor $E^N$ on each side. For $E\ne0$ it cancels, leaving

$$\det(E-H)=\det\bigl((E^2-|p|^2)-gEA\bigr).$$

Both sides are continuous in $E$, so this also holds at $E=0$.

Next diagonalise $A$. Let $s_k(j)=\sin((j+1)\theta_k)$. The addition theorem gives

$$\sin(j\theta_k)+\sin((j+2)\theta_k)=2\cos\theta_k\,\sin((j+1)\theta_k).$$

The wave vanishes just outside both ends, since $\sin0=0$ and $\sin((N+1)\theta_k)=\sin((k+1)\pi)=0$. Hence $As_k=2\cos\theta_k\,s_k$, and $s_k\neq0$ because $\sin\theta_k>0$. The $\theta_k$ are distinct and lie in $(0,\pi)$, where cosine is injective, so the eigenvalues are distinct and the matrix $S$ with rows $s_k$ is invertible. From

$$(x-yA)S^T=S^T\,\mathrm{diag}(x-2y\cos\theta_k)$$

it follows that $\det(x-yA)=\prod_k(x-2y\cos\theta_k)$. Setting $x=E^2-|p|^2$ and $y=gE$ gives the result, and solving each quadratic gives the energies above.

If $N=2m+1$, then $\theta_m=\pi/2$ and the monolayer factor $E^2-|p|^2$ splits off. Conversely, let $p,g\ne0$ and let $E=|p|$ be a root. Some factor then gives $2g|p|\cos\theta_j=0$, so $\theta_j=\pi/2$ and $2(j+1)=N+1$, which makes $N$ odd.

## The Lean file

```lean
import Mathlib

open Matrix
open scoped Real ComplexConjugate

namespace BernalMultilayer

noncomputable section

/-- Adjacency matrix of an open chain of `N` sites: entry one between neighbours, zero otherwise. -/
def chain (N : ℕ) : Matrix (Fin N) (Fin N) ℂ :=
  Matrix.of fun i j => (if (i : ℕ) + 1 = (j : ℕ) then 1 else 0) +
    (if (j : ℕ) + 1 = (i : ℕ) then 1 else 0)

/-- The matrix element with dimer row and non-dimer column in a given layer: `p` in odd layers and
its complex conjugate in even layers. -/
def intra (p : ℂ) (layer : ℕ) : ℂ := if Odd layer then p else conj p

/-- The Bernal Hamiltonian of `N` layers, with the dimer sites in the first block and the
non-dimer sites in the second; index `j` stands for layer `j + 1`. -/
def bernal (N : ℕ) (p : ℂ) (g : ℝ) : Matrix (Fin N ⊕ Fin N) (Fin N ⊕ Fin N) ℂ :=
  fromBlocks ((g : ℂ) • chain N) (diagonal fun j => intra p ((j : ℕ) + 1))
    (diagonal fun j => conj (intra p ((j : ℕ) + 1))) 0

/-- The phase `(k + 1) π / (N + 1)` of the standing wave with index `k = 0, ..., N - 1`. -/
def angle (N : ℕ) (k : Fin N) : ℝ := (((k : ℕ) : ℝ) + 1) * π / ((N : ℝ) + 1)

/-- The matrix whose row `k` is the standing sine wave with phase `angle N k`. -/
def mode (N : ℕ) : Matrix (Fin N) (Fin N) ℂ :=
  Matrix.of fun k j => ((Real.sin ((((j : ℕ) + 1 : ℕ) : ℝ) * angle N k) : ℝ) : ℂ)

/-- The phases of the standing waves lie strictly between zero and `π`. -/
theorem angle_bounds (N : ℕ) (k : Fin N) : 0 < angle N k ∧ angle N k < π := by
  constructor
  · unfold angle
    positivity
  · rw [angle, div_lt_iff₀ (by positivity)]
    have h : ((k : ℕ) : ℝ) < (N : ℝ) := by exact_mod_cast k.isLt
    nlinarith [mul_lt_mul_of_pos_right h Real.pi_pos]

/-- On an amplitude that vanishes just outside both ends, the open chain acts as the sum over
the two neighbours. -/
theorem chain_sum {N : ℕ} (f : ℕ → ℂ) (h0 : f 0 = 0) (hN : f (N + 1) = 0) (i : Fin N) :
    ∑ j : Fin N, chain N i j * f ((j : ℕ) + 1) = f i + f ((i : ℕ) + 2) := by
  have h1 : ∑ j : Fin N, (if (i : ℕ) + 1 = (j : ℕ) then f ((j : ℕ) + 1) else 0)
      = f ((i : ℕ) + 2) := by
    rw [Fin.sum_univ_eq_sum_range (fun j => if (i : ℕ) + 1 = j then f (j + 1) else 0) N,
      Finset.sum_ite_eq]
    split_ifs with h
    · rfl
    · have hi := i.isLt
      rw [Finset.mem_range] at h
      have e : (i : ℕ) + 2 = N + 1 := by omega
      rw [e, hN]
  have h2 : ∑ j : Fin N, (if (j : ℕ) + 1 = (i : ℕ) then f ((j : ℕ) + 1) else 0) = f i := by
    rw [Fin.sum_univ_eq_sum_range (fun j => if j + 1 = (i : ℕ) then f (j + 1) else 0) N]
    have hi := i.isLt
    generalize (i : ℕ) = m at hi ⊢
    cases m with
    | zero => simp [h0]
    | succ k =>
      simp only [add_left_inj]
      rw [Finset.sum_ite_eq', if_pos (Finset.mem_range.2 (by omega))]
  simp only [chain, Matrix.of_apply, add_mul, ite_mul, one_mul, zero_mul,
    Finset.sum_add_distrib]
  rw [h1, h2]
  exact add_comm _ _

/-- Each standing sine wave is reproduced by the open chain with the factor `2 cos (angle N k)`. -/
theorem chain_mulVec_mode (N : ℕ) (k : Fin N) :
    chain N *ᵥ mode N k = ((2 * Real.cos (angle N k) : ℝ) : ℂ) • mode N k := by
  have hs : Real.sin (((N + 1 : ℕ) : ℝ) * angle N k) = 0 := by
    have hN : (N : ℝ) + 1 ≠ 0 := by positivity
    have e : ((N + 1 : ℕ) : ℝ) * angle N k = (((k : ℕ) + 1 : ℕ) : ℝ) * π := by
      unfold angle
      push_cast
      field_simp
    rw [e]
    exact Real.sin_nat_mul_pi _
  ext i
  have h := chain_sum (fun m => ((Real.sin ((m : ℝ) * angle N k) : ℝ) : ℂ))
    (by simp) (by simp only [hs, Complex.ofReal_zero]) i
  -- the addition theorem for neighbouring amplitudes
  have ht : Real.sin (((i : ℕ) : ℝ) * angle N k)
      + Real.sin ((((i : ℕ) + 2 : ℕ) : ℝ) * angle N k)
      = 2 * Real.cos (angle N k) * Real.sin ((((i : ℕ) + 1 : ℕ) : ℝ) * angle N k) := by
    have e1 : ((i : ℕ) : ℝ) * angle N k
        = (((i : ℕ) + 1 : ℕ) : ℝ) * angle N k - angle N k := by push_cast; ring
    have e2 : (((i : ℕ) + 2 : ℕ) : ℝ) * angle N k
        = (((i : ℕ) + 1 : ℕ) : ℝ) * angle N k + angle N k := by push_cast; ring
    rw [e1, e2, Real.sin_sub, Real.sin_add]
    ring
  change ∑ j : Fin N, chain N i j * mode N k j = _
  refine Eq.trans h ?_
  change ((Real.sin (((i : ℕ) : ℝ) * angle N k) : ℝ) : ℂ)
      + ((Real.sin ((((i : ℕ) + 2 : ℕ) : ℝ) * angle N k) : ℝ) : ℂ)
      = ((2 * Real.cos (angle N k) : ℝ) : ℂ)
        * ((Real.sin ((((i : ℕ) + 1 : ℕ) : ℝ) * angle N k) : ℝ) : ℂ)
  rw [← Complex.ofReal_add, ← Complex.ofReal_mul, ht]

/-- The determinant of `x - y A`, with `A` the open chain, is the product of
`x - 2 y cos (angle N k)` over the standing waves. -/
theorem det_chain (N : ℕ) (x y : ℂ) :
    (x • (1 : Matrix (Fin N) (Fin N) ℂ) - y • chain N).det
      = ∏ k : Fin N, (x - y * ((2 * Real.cos (angle N k) : ℝ) : ℂ)) := by
  have hinj : Function.Injective
      (fun k : Fin N => ((2 * Real.cos (angle N k) : ℝ) : ℂ)) := by
    intro a b h
    have h1 : 2 * Real.cos (angle N a) = 2 * Real.cos (angle N b) := Complex.ofReal_injective h
    have h2 : angle N a = angle N b := Real.injOn_cos
      ⟨(angle_bounds N a).1.le, (angle_bounds N a).2.le⟩
      ⟨(angle_bounds N b).1.le, (angle_bounds N b).2.le⟩ (by linarith)
    have hN : (N : ℝ) + 1 ≠ 0 := by positivity
    rw [angle, angle, div_left_inj' hN] at h2
    have h3 := mul_right_cancel₀ Real.pi_ne_zero h2
    have h4 : ((a : ℕ) : ℝ) = ((b : ℕ) : ℝ) := by linarith
    exact Fin.ext (by exact_mod_cast h4)
  have hne : ∀ k : Fin N, mode N k ≠ 0 := by
    intro k h
    have h1 : ((Real.sin (((0 + 1 : ℕ) : ℝ) * angle N k) : ℝ) : ℂ) = 0 :=
      congrFun h ⟨0, Nat.lt_of_le_of_lt (Nat.zero_le _) k.isLt⟩
    have h2 := Complex.ofReal_eq_zero.1 h1
    rw [zero_add, Nat.cast_one, one_mul] at h2
    exact (Real.sin_pos_of_pos_of_lt_pi (angle_bounds N k).1 (angle_bounds N k).2).ne' h2
  -- distinct eigenvalues make the sine matrix invertible
  have hli : LinearIndependent ℂ (fun k : Fin N => mode N k) :=
    Module.End.eigenvectors_linearIndependent' (Matrix.toLin' (chain N)) _ hinj _
      (fun k => ⟨Module.End.mem_eigenspace_iff.2
        (by rw [Matrix.toLin'_apply]; exact chain_mulVec_mode N k), hne k⟩)
  have hS : IsUnit (mode N) := Matrix.linearIndependent_rows_iff_isUnit.1 hli
  have hd : (mode N).det ≠ 0 := ((Matrix.isUnit_iff_isUnit_det _).1 hS).ne_zero
  have hmul : (x • (1 : Matrix (Fin N) (Fin N) ℂ) - y • chain N) * (mode N)ᵀ
      = (mode N)ᵀ * diagonal (fun k => x - y * ((2 * Real.cos (angle N k) : ℝ) : ℂ)) := by
    ext i k
    have h : (chain N * (mode N)ᵀ) i k
        = ((2 * Real.cos (angle N k) : ℝ) : ℂ) * mode N k i :=
      congrFun (chain_mulVec_mode N k) i
    rw [Matrix.sub_mul, Matrix.smul_mul, Matrix.smul_mul, Matrix.one_mul,
      Matrix.mul_diagonal, Matrix.sub_apply, Matrix.smul_apply, Matrix.smul_apply, h]
    simp only [Matrix.transpose_apply, smul_eq_mul]
    ring
  have h := congrArg Matrix.det hmul
  rw [det_mul, det_mul, det_diagonal, det_transpose] at h
  exact mul_right_cancel₀ hd (h.trans (mul_comm _ _))

/-- Elimination of `N` out of `2 N` sites, where those `N` have zero on-site energy and no coupling
among themselves: the secular determinant reduces to one on the remaining sites, at every energy
`E`. -/
theorem det_eliminate {N : ℕ} (A P Q : Matrix (Fin N) (Fin N) ℂ) (E : ℂ) :
    (fromBlocks (E • (1 : Matrix (Fin N) (Fin N) ℂ) - A) (-P) (-Q)
      (E • (1 : Matrix (Fin N) (Fin N) ℂ))).det
      = (E ^ 2 • (1 : Matrix (Fin N) (Fin N) ℂ) - E • A - P * Q).det := by
  have hf : Continuous fun E : ℂ => (fromBlocks (E • (1 : Matrix (Fin N) (Fin N) ℂ) - A)
      (-P) (-Q) (E • (1 : Matrix (Fin N) (Fin N) ℂ))).det :=
    Continuous.matrix_det (Continuous.matrix_fromBlocks (by fun_prop) continuous_const
      continuous_const (by fun_prop))
  have hg : Continuous fun E : ℂ =>
      (E ^ 2 • (1 : Matrix (Fin N) (Fin N) ℂ) - E • A - P * Q).det :=
    Continuous.matrix_det (by fun_prop)
  -- it suffices to treat non-zero energies
  refine congrFun (Continuous.ext_on (dense_compl_singleton (0 : ℂ)) hf hg ?_) E
  intro E hE
  have hE0 : E ≠ 0 := hE
  have hd : (E • (1 : Matrix (Fin N) (Fin N) ℂ)).det ≠ 0 := by
    rw [det_smul, det_one, mul_one]
    exact pow_ne_zero _ hE0
  have hmul : fromBlocks (E • (1 : Matrix (Fin N) (Fin N) ℂ) - A) (-P) (-Q)
        (E • (1 : Matrix (Fin N) (Fin N) ℂ))
        * fromBlocks (E • (1 : Matrix (Fin N) (Fin N) ℂ)) 0 Q 1
      = fromBlocks (E ^ 2 • (1 : Matrix (Fin N) (Fin N) ℂ) - E • A - P * Q) (-P) 0
        (E • (1 : Matrix (Fin N) (Fin N) ℂ)) := by
    rw [fromBlocks_multiply, fromBlocks_inj]
    refine ⟨?_, ?_, ?_, ?_⟩
    · rw [Matrix.mul_smul, Matrix.mul_one, Matrix.neg_mul]
      module
    · simp
    · rw [Matrix.mul_smul, Matrix.mul_one, Matrix.smul_mul, Matrix.one_mul]
      module
    · simp
  have h := congrArg Matrix.det hmul
  rw [det_mul, det_fromBlocks_zero₁₂, det_fromBlocks_zero₂₁, det_one, mul_one] at h
  exact mul_right_cancel₀ hd h

/-- The Bernal Hamiltonian is Hermitian. -/
theorem bernal_isHermitian (N : ℕ) (p : ℂ) (g : ℝ) : (bernal N p g).IsHermitian := by
  refine Matrix.IsHermitian.fromBlocks ?_ (Matrix.diagonal_conjTranspose _)
    Matrix.isHermitian_zero
  ext i j
  simp only [conjTranspose_apply, Matrix.smul_apply, chain, Matrix.of_apply, smul_eq_mul]
  split_ifs <;> simp

/-- The secular determinant of the `N`-layer Bernal stack is a product of `N` quadratics in `E`, one
for each phase `angle N j`. -/
theorem det_bernal (N : ℕ) (p : ℂ) (g : ℝ) (E : ℂ) :
    (E • (1 : Matrix (Fin N ⊕ Fin N) (Fin N ⊕ Fin N) ℂ) - bernal N p g).det
      = ∏ j : Fin N, (E ^ 2 - (‖p‖ : ℂ) ^ 2
          - 2 * (g : ℂ) * E * ((Real.cos (angle N j) : ℝ) : ℂ)) := by
  have hM : E • (1 : Matrix (Fin N ⊕ Fin N) (Fin N ⊕ Fin N) ℂ) - bernal N p g
      = fromBlocks (E • (1 : Matrix (Fin N) (Fin N) ℂ) - (g : ℂ) • chain N)
        (-(diagonal fun j : Fin N => intra p ((j : ℕ) + 1)))
        (-(diagonal fun j : Fin N => conj (intra p ((j : ℕ) + 1))))
        (E • (1 : Matrix (Fin N) (Fin N) ℂ)) := by
    ext (i | i) (j | j) <;> simp [bernal, Matrix.one_apply]
    -- the remaining goals compare entries of the diagonal hopping blocks
    all_goals (by_cases h : i = j <;> simp [h])
  -- both hoppings have the same modulus
  have hp : ∀ m : ℕ, intra p m * conj (intra p m) = (‖p‖ : ℂ) ^ 2 := by
    intro m
    have h : p * conj p = (‖p‖ : ℂ) ^ 2 := by
      rw [Complex.mul_conj, Complex.normSq_eq_norm_sq, Complex.ofReal_pow]
    unfold intra
    split_ifs
    · exact h
    · rw [Complex.conj_conj, mul_comm, h]
  have hX : E ^ 2 • (1 : Matrix (Fin N) (Fin N) ℂ) - E • (g : ℂ) • chain N
      - (‖p‖ : ℂ) ^ 2 • (1 : Matrix (Fin N) (Fin N) ℂ)
      = (E ^ 2 - (‖p‖ : ℂ) ^ 2) • (1 : Matrix (Fin N) (Fin N) ℂ)
        - ((g : ℂ) * E) • chain N := by module
  rw [hM, det_eliminate, diagonal_mul_diagonal]
  simp only [hp]
  rw [← Matrix.smul_one_eq_diagonal, hX, det_chain]
  refine Finset.prod_congr rfl fun j _ => ?_
  rw [Complex.ofReal_mul, Complex.ofReal_ofNat]
  ring

/-- For an odd number `2 m + 1` of layers the monolayer factor `E² - |p|²` splits off. -/
theorem monolayer_factor (m : ℕ) (p : ℂ) (g : ℝ) (E : ℂ) :
    (E • (1 : Matrix (Fin (2 * m + 1) ⊕ Fin (2 * m + 1)) _ ℂ) - bernal (2 * m + 1) p g).det
      = (E ^ 2 - (‖p‖ : ℂ) ^ 2) *
        ∏ j ∈ Finset.univ.erase (⟨m, by omega⟩ : Fin (2 * m + 1)),
          (E ^ 2 - (‖p‖ : ℂ) ^ 2
            - 2 * (g : ℂ) * E * ((Real.cos (angle (2 * m + 1) j) : ℝ) : ℂ)) := by
  have h : angle (2 * m + 1) ⟨m, by omega⟩ = π / 2 := by
    change ((m : ℝ) + 1) * π / (((2 * m + 1 : ℕ) : ℝ) + 1) = π / 2
    push_cast
    rw [div_eq_div_iff (by positivity) two_ne_zero]
    ring
  rw [det_bernal, ← Finset.mul_prod_erase _ _
    (Finset.mem_univ (⟨m, by omega⟩ : Fin (2 * m + 1))), h, Real.cos_pi_div_two,
    Complex.ofReal_zero, mul_zero, sub_zero]

/-- The energies of the stack are `g cos θ ± √((g cos θ)² + |p|²)`, with `θ` running over
the standing-wave phases. -/
theorem band_energies (N : ℕ) (p : ℂ) (g : ℝ) (E : ℂ) :
    (E • (1 : Matrix (Fin N ⊕ Fin N) (Fin N ⊕ Fin N) ℂ) - bernal N p g).det = 0 ↔
      ∃ j : Fin N,
        E = ((g * Real.cos (angle N j)
          + √((g * Real.cos (angle N j)) ^ 2 + ‖p‖ ^ 2) : ℝ) : ℂ) ∨
        E = ((g * Real.cos (angle N j)
          - √((g * Real.cos (angle N j)) ^ 2 + ‖p‖ ^ 2) : ℝ) : ℂ) := by
  rw [det_bernal, Finset.prod_eq_zero_iff]
  simp only [Finset.mem_univ, true_and]
  refine exists_congr fun j => ?_
  generalize Real.cos (angle N j) = c
  have hs : ((√((g * c) ^ 2 + ‖p‖ ^ 2) : ℝ) : ℂ) ^ 2
      = ((g : ℂ) * (c : ℂ)) ^ 2 + (‖p‖ : ℂ) ^ 2 := by
    rw [← Complex.ofReal_pow, Real.sq_sqrt (by positivity)]
    simp only [Complex.ofReal_add, Complex.ofReal_pow, Complex.ofReal_mul]
  rw [Complex.ofReal_add, Complex.ofReal_sub, Complex.ofReal_mul]
  -- each factor is a quadratic with two explicit roots
  have hf : E ^ 2 - (‖p‖ : ℂ) ^ 2 - 2 * (g : ℂ) * E * (c : ℂ)
      = (E - ((g : ℂ) * c + ((√((g * c) ^ 2 + ‖p‖ ^ 2) : ℝ) : ℂ)))
        * (E - ((g : ℂ) * c - ((√((g * c) ^ 2 + ‖p‖ ^ 2) : ℝ) : ℂ))) := by
    linear_combination hs
  rw [hf, mul_eq_zero, sub_eq_zero, sub_eq_zero]

/-- For non-zero `p` and `g`, the monolayer energy `|p|` belongs to the spectrum of the stack
exactly when the number of layers is odd. -/
theorem monolayer_energy_iff_odd (N : ℕ) (p : ℂ) (g : ℝ) (hp : p ≠ 0) (hg : g ≠ 0) :
    ((‖p‖ : ℂ) • (1 : Matrix (Fin N ⊕ Fin N) (Fin N ⊕ Fin N) ℂ) - bernal N p g).det = 0
      ↔ Odd N := by
  constructor
  · intro h
    rw [det_bernal, Finset.prod_eq_zero_iff] at h
    obtain ⟨j, _, hj⟩ := h
    have h1 : 2 * (g : ℂ) * (‖p‖ : ℂ) * ((Real.cos (angle N j) : ℝ) : ℂ) = 0 := by
      linear_combination -hj
    have h2 : Real.cos (angle N j) = 0 := by
      have h3 : 2 * (g : ℂ) * (‖p‖ : ℂ) ≠ 0 :=
        mul_ne_zero (mul_ne_zero two_ne_zero (Complex.ofReal_ne_zero.2 hg))
          (Complex.ofReal_ne_zero.2 (norm_ne_zero_iff.2 hp))
      exact Complex.ofReal_eq_zero.1 ((mul_eq_zero.1 h1).resolve_left h3)
    -- a vanishing cosine forces the middle standing wave
    have h4 : angle N j = π / 2 := Real.injOn_cos
      ⟨(angle_bounds N j).1.le, (angle_bounds N j).2.le⟩
      ⟨by positivity, by linarith [Real.pi_pos]⟩ (h2.trans Real.cos_pi_div_two.symm)
    have hN : (N : ℝ) + 1 ≠ 0 := by positivity
    rw [angle, div_eq_div_iff hN two_ne_zero] at h4
    have h5 : 2 * (((j : ℕ) : ℝ) + 1) = (N : ℝ) + 1 :=
      mul_left_cancel₀ Real.pi_ne_zero (by linarith)
    have h6 : 2 * ((j : ℕ) + 1) = N + 1 := by exact_mod_cast h5
    exact ⟨j, by omega⟩
  · rintro ⟨m, rfl⟩
    rw [monolayer_factor, sub_self, zero_mul]

end

end BernalMultilayer
```

```lean
#print axioms BernalMultilayer.bernal_isHermitian
#print axioms BernalMultilayer.det_bernal
#print axioms BernalMultilayer.band_energies
#print axioms BernalMultilayer.monolayer_energy_iff_odd
```

```
'BernalMultilayer.bernal_isHermitian' depends on axioms: [propext, Classical.choice, Quot.sound]
'BernalMultilayer.det_bernal' depends on axioms: [propext, Classical.choice, Quot.sound]
'BernalMultilayer.band_energies' depends on axioms: [propext, Classical.choice, Quot.sound]
'BernalMultilayer.monolayer_energy_iff_odd' depends on axioms: [propext, Classical.choice, Quot.sound]
```

## Scope of the theorems and their proofs

`bernal N p g` is $H$, `chain N` is $A$, `intra` selects $p$ or $\bar p$, and `angle N j` is $\theta_j$. The type `Fin N ⊕ Fin N` labels dimer sites, then non-dimer sites. `det_bernal` states the product for every natural $N$, complex `p` and `E`, and real `g`. `bernal_isHermitian` confirms that $H$ is Hermitian.

`chain_sum` handles the ends of the chain, and `chain_mulVec_mode` applies the addition theorem. `det_chain` obtains invertibility of the sine matrix from the distinct eigenvalues of the chain matrix, then cancels the determinant of the sine matrix. `det_eliminate` performs the block multiplication for non-zero energy and reaches zero through `Continuous.ext_on`. `det_bernal` joins these results.

`monolayer_factor` isolates the middle wave for odd $N$. `band_energies` says which $E$ are roots; multiplicities are read from the product in `det_bernal`. `monolayer_energy_iff_odd` assumes `p ≠ 0` and `g ≠ 0`: both hoppings are present at the chosen wave vector.

The lattice sum that produces $p$ is an input. Layer bias, further interlayer hoppings and electron interactions are absent from $H$, and the theorems say nothing about rounding error in a numerical eigensolver.
